# The solid-angle integral of the chiral p-wave pseudospin

Let $\Delta$ and $\mu$ be nonzero real numbers, $k$ a momentum modulus and $t$ a polar angle. Define
$$d=(\Delta k\cos t,\ \Delta k\sin t,\ k^2-\mu),\qquad E=|d|=\sqrt{\Delta^2k^2+(k^2-\mu)^2},\qquad n=d/E,$$
and let $n_z=(k^2-\mu)/E$. Then
$$n\cdot(\partial_k n\times\partial_t n)=-\partial_k n_z=-\frac{\Delta^2k(k^2+\mu)}{E^3},$$
and the integral $W(K)$ of this density over $k\in[0,K]$, $t\in[0,2\pi]$ tends, as $K\to\infty$, to $-4\pi$ for $\mu>0$ and to $0$ for $\mu<0$. In the mean-field, one-band, spinless continuum model of a two-dimensional chiral p-wave superconductor, with $\hbar^2/2m=1$, chemical potential $\mu$, real pairing amplitude $\Delta$ and pairing function $\Delta(k_x-ik_y)$ in the Nambu basis $(c_{\mathbf k},c^\dagger_{-\mathbf k})$, the limit of this integral distinguishes the two gapped phases on either side of $\mu=0$.

## Derivation

At $k=0$ we have $E=|\mu|$, and at $k\neq0$ we have $E^2\ge\Delta^2k^2>0$, so $n$ is a unit vector everywhere. It has the form $n=(s\cos t,\ s\sin t,\ c)$ with $s=\Delta k/E$, $c=n_z$ and $s^2+c^2=1$. With a prime for $d/dk$,
$$\partial_k n=(s'\cos t,\ s'\sin t,\ c'),\qquad \partial_t n=(-s\sin t,\ s\cos t,\ 0),$$
$$\partial_k n\times\partial_t n=(-c's\cos t,\ -c's\sin t,\ ss'),\qquad n\cdot(\partial_k n\times\partial_t n)=-c's^2+c\,ss'.$$
Differentiating $s^2+c^2=1$ gives $ss'=-cc'$, and the density becomes $-c'(s^2+c^2)=-c'$.

Differentiating $E^2$ gives $EE'=\Delta^2k+2k(k^2-\mu)$, so
$$n_z'=\frac{2kE^2-(k^2-\mu)\,[\Delta^2k+2k(k^2-\mu)]}{E^3}=\frac{2\Delta^2k^3-\Delta^2k(k^2-\mu)}{E^3}=\frac{\Delta^2k(k^2+\mu)}{E^3}.$$
The density is independent of $t$, and $n_z(0)=-\mu/|\mu|$, so
$$W(K)=-2\pi\,[n_z(K)-n_z(0)]=-2\pi\,[n_z(K)+\mu/|\mu|].$$
With $u=1/K^2$, dividing numerator and denominator by $K^2$ gives $n_z(K)=(1-\mu u)/\sqrt{\Delta^2u+(1-\mu u)^2}$, which tends to $1$ as $u\to0$. Hence $W\to-2\pi(1+\mu/|\mu|)$. For $\mu>0$ the vector $n$ runs from the south pole to the north pole, and for $\mu<0$ it starts and ends at the north pole.

As an instance take $\Delta=\mu=1$, $k=1$, $t=0$. Then $E=1$, $s=1$, $c=0$, $c'=2$ and $s'=0$, so $n=(1,0,0)$, $\partial_k n=(0,0,2)$, $\partial_t n=(0,1,0)$. The cross product is $(-2,0,0)$ and the density is $-2$. Also $W(1)=-2\pi$, the southern hemisphere counted with negative sign. For $\Delta=1$, $\mu=-1$ one finds $E(1)=\sqrt5$ and $W(1)=2\pi(1-2/\sqrt5)\approx0.66$, a cap swept out and then retraced as $K$ grows.

Reversing the sign of the second component of $d$, which is the opposite chirality, amounts to $t\to-t$. It reverses $\partial_t n$, so the same algebra gives the density $+c'$ and the limit $+4\pi$ for $\mu>0$. This variant and the numbers above are worked on paper only and have not been through the Lean kernel.

## The definitions

```lean
import Mathlib

open Real Matrix Filter Topology

namespace ChiralPWave

noncomputable section
```

The vector $d$ is a function on `Fin 3`, with components indexed $0,1,2$, so the $z$ component has index `2`. The variable $k$ may be any real number; the physical range is $k\ge0$.

```lean
/-- The vector `d = (Δ k cos t, Δ k sin t, k² - μ)` of the chiral p-wave superconductor
at momentum modulus `k` and polar angle `t`. -/
def dVec (Δ μ k t : ℝ) : Fin 3 → ℝ := ![Δ * k * cos t, Δ * k * sin t, k ^ 2 - μ]
```

The energy is defined by its formula. In the physical model $E=|d|$ is the positive eigenvalue of the Bogoliubov–de Gennes matrix $d\cdot\tau$, with $\tau$ the vector of Pauli matrices, that is, the quasiparticle energy; that matrix does not appear in the file and this identification is not formalized. The vector $n$ is the expectation value of $\tau$ in the normalized eigenvector with eigenvalue $+E$. In the eigenvector with eigenvalue $-E$, the one filled in the ground state, the expectation value is $-n$, and using it in place of $n$ would reverse the sign of $W$.

```lean
/-- The function `E(k) = √(Δ² k² + (k² - μ)²)`. -/
def energy (Δ μ k : ℝ) : ℝ := √(Δ ^ 2 * k ^ 2 + (k ^ 2 - μ) ^ 2)

/-- The pseudospin direction `n = d / E`. -/
def nVec (Δ μ k t : ℝ) : Fin 3 → ℝ := (energy Δ μ k)⁻¹ • dVec Δ μ k t

/-- The function `n_z(k) = (k² - μ) / E(k)`. -/
def nz (Δ μ k : ℝ) : ℝ := (k ^ 2 - μ) / energy Δ μ k
```

The density is defined for an arbitrary field. Each `deriv` is a partial derivative with the other variable frozen, and the order, $k$ before $t$, fixes the overall sign.

```lean
/-- The solid-angle density `n · (∂n/∂k × ∂n/∂t)` of a vector field `n(k, t)`. -/
def solidAngleDensity (n : ℝ → ℝ → Fin 3 → ℝ) (k t : ℝ) : ℝ :=
  n k t ⬝ᵥ (deriv (fun x => n x t) k ⨯₃ deriv (fun y => n k y) t)
```

The quantity `wrapping` is $W(K)$ as an iterated integral with measure $dk\,dt$.

```lean
/-- The integral of the solid-angle density of `n` over `[0, K] × [0, 2π]`. -/
def wrapping (Δ μ K : ℝ) : ℝ :=
  ∫ k in (0 : ℝ)..K, ∫ t in (0 : ℝ)..(2 * π), solidAngleDensity (nVec Δ μ) k t
```

## The axial form

For $\Delta\neq0$, positivity of $E$ at all $k$ is equivalent to $\mu\neq0$. The forward direction evaluates at $k=0$, and the reverse splits on `k = 0` as above.

```lean
/-- For `Δ ≠ 0` the energy is positive at every momentum exactly when `μ ≠ 0`. -/
theorem energy_pos_iff {Δ μ : ℝ} (hΔ : Δ ≠ 0) : (∀ k, 0 < energy Δ μ k) ↔ μ ≠ 0 := by
  constructor
  · intro h hμ
    have h0 := h 0
    simp [energy, hμ] at h0
  · intro hμ k
    unfold energy
    apply Real.sqrt_pos.mpr
    by_cases hk : k = 0
    · subst hk
      have h : 0 < μ ^ 2 := by positivity
      nlinarith [h]
    · have h1 : 0 < Δ ^ 2 * k ^ 2 := by positivity
      have h2 := sq_nonneg (k ^ 2 - μ)
      linarith
```

Unit length follows from $|d|^2=E^2$, where `sin_sq_add_cos_sq` removes the angle.

```lean
/-- For nonzero `Δ` and `μ` the vector `n` has unit length. -/
theorem nVec_unit {Δ μ : ℝ} (hΔ : Δ ≠ 0) (hμ : μ ≠ 0) (k t : ℝ) :
    nVec Δ μ k t ⬝ᵥ nVec Δ μ k t = 1 := by
  have hE := ((energy_pos_iff hΔ).mpr hμ k).ne'
  have hE2 : energy Δ μ k ^ 2 = Δ ^ 2 * k ^ 2 + (k ^ 2 - μ) ^ 2 :=
    Real.sq_sqrt (by positivity)
  have key : nVec Δ μ k t ⬝ᵥ nVec Δ μ k t
      = (energy Δ μ k)⁻¹ ^ 2 * (Δ ^ 2 * k ^ 2 + (k ^ 2 - μ) ^ 2) := by
    simp [nVec, dVec, dotProduct, Fin.sum_univ_three]
    linear_combination ((energy Δ μ k)⁻¹ ^ 2 * Δ ^ 2 * k ^ 2) * sin_sq_add_cos_sq t
  rw [key, ← hE2]
  field_simp
```

The axial form needs no hypothesis, because Lean sets $1/0=0$ and both sides vanish where $E=0$; the theorems on the density assume $\Delta,\mu\neq0$ and never meet that case.

```lean
/-- The field `n` has the axial form `(s cos t, s sin t, n_z)` with `s = Δ k / E`. -/
theorem nVec_eq (Δ μ : ℝ) : nVec Δ μ = fun k t =>
    ![Δ * k / energy Δ μ k * cos t, Δ * k / energy Δ μ k * sin t, nz Δ μ k] := by
  funext k t
  ext i
  fin_cases i <;> simp [nVec, dVec, nz] <;> ring
```

The next theorem holds for any $s$, $c$ differentiable at $k$ with $s^2+c^2=1$ identically. Here `h1` and `h2` are the two partial derivatives, and `h3` is $ss'+cc'=0$, obtained by comparing the product rule with the derivative of a constant. The closing `linear_combination` removes the angle and then applies $-c's^2+c\,ss'+c'=c\,(ss'+cc')-c'(s^2+c^2-1)$.

```lean
/-- For an axial field `(s(k) cos t, s(k) sin t, c(k))` with `s² + c² = 1` and `s`, `c`
differentiable at `k`, the solid-angle density equals `-dc/dk`. -/
theorem axial_density {s c : ℝ → ℝ} {s' c' k : ℝ} (t : ℝ) (hs : HasDerivAt s s' k)
    (hc : HasDerivAt c c' k) (hunit : ∀ x, s x ^ 2 + c x ^ 2 = 1) :
    solidAngleDensity (fun k t => ![s k * cos t, s k * sin t, c k]) k t = -c' := by
  have h1 : HasDerivAt (fun x => ![s x * cos t, s x * sin t, c x])
      ![s' * cos t, s' * sin t, c'] k := by
    rw [hasDerivAt_pi]
    intro i
    fin_cases i
    · exact hs.mul_const (cos t)
    · exact hs.mul_const (sin t)
    · exact hc
  have h2 : HasDerivAt (fun y => ![s k * cos y, s k * sin y, c k])
      ![s k * -sin t, s k * cos t, 0] t := by
    rw [hasDerivAt_pi]
    intro i
    fin_cases i
    · exact (hasDerivAt_cos t).const_mul (s k)
    · exact (hasDerivAt_sin t).const_mul (s k)
    · exact hasDerivAt_const t (c k)
  -- differentiating s² + c² = 1 gives s s' + c c' = 0
  have h3 : s k * s' + c k * c' = 0 := by
    have h : HasDerivAt (fun x => s x * s x + c x * c x)
        (s' * s k + s k * s' + (c' * c k + c k * c')) k :=
      (hs.fun_mul hs).fun_add (hc.fun_mul hc)
    have e : (fun x => s x * s x + c x * c x) = fun _ => (1 : ℝ) := by
      funext x
      linear_combination hunit x
    rw [e] at h
    have h0 := h.unique (hasDerivAt_const k (1 : ℝ))
    linarith
  simp only [solidAngleDensity]
  rw [h1.deriv, h2.deriv]
  simp [cross_apply, dotProduct, Fin.sum_univ_three]
  linear_combination (-c' * s k ^ 2 + c k * s k * s') * sin_sq_add_cos_sq t
    + c k * h3 - c' * hunit k
```

## Derivatives and the density

The derivative of $E$ is the chain rule `hq.sqrt` applied to the radicand, with the factor $2$ cancelled.

```lean
/-- For nonzero `Δ` and `μ`, `dE/dk = (Δ² k + 2k (k² - μ)) / E`. -/
theorem hasDerivAt_energy {Δ μ : ℝ} (hΔ : Δ ≠ 0) (hμ : μ ≠ 0) (k : ℝ) :
    HasDerivAt (energy Δ μ) ((Δ ^ 2 * k + 2 * k * (k ^ 2 - μ)) / energy Δ μ k) k := by
  have hne : Δ ^ 2 * k ^ 2 + (k ^ 2 - μ) ^ 2 ≠ 0 :=
    (Real.sqrt_pos.mp ((energy_pos_iff hΔ).mpr hμ k)).ne'
  have h : HasDerivAt (fun x : ℝ => x ^ 2) (2 * k) k := by simpa using hasDerivAt_pow 2 k
  have h2 := h.sub_const μ
  have hq : HasDerivAt (fun x : ℝ => Δ ^ 2 * x ^ 2 + (x ^ 2 - μ) ^ 2)
      (2 * (Δ ^ 2 * k + 2 * k * (k ^ 2 - μ))) k := by
    have e : (fun x : ℝ => Δ ^ 2 * x ^ 2 + (x ^ 2 - μ) ^ 2)
        = fun x : ℝ => Δ ^ 2 * x ^ 2 + (x ^ 2 - μ) * (x ^ 2 - μ) := by
      funext x
      ring
    have h3 := (h.const_mul (Δ ^ 2)).fun_add (h2.fun_mul h2)
    rw [e]
    exact h3.congr_deriv (by ring)
  have h4 := hq.sqrt hne
  exact h4.congr_deriv (mul_div_mul_left _ _ two_ne_zero)
```

For $n_z$ the quotient rule is brought over $E^3$, and `hE2` replaces $E^2$ by the radicand.

```lean
/-- For nonzero `Δ` and `μ`, `dn_z/dk = Δ² k (k² + μ) / E³`. -/
theorem hasDerivAt_nz {Δ μ : ℝ} (hΔ : Δ ≠ 0) (hμ : μ ≠ 0) (k : ℝ) :
    HasDerivAt (nz Δ μ) (Δ ^ 2 * k * (k ^ 2 + μ) / energy Δ μ k ^ 3) k := by
  have hE := ((energy_pos_iff hΔ).mpr hμ k).ne'
  have hE2 : energy Δ μ k ^ 2 = Δ ^ 2 * k ^ 2 + (k ^ 2 - μ) ^ 2 :=
    Real.sq_sqrt (by positivity)
  have h : HasDerivAt (fun x : ℝ => x ^ 2) (2 * k) k := by simpa using hasDerivAt_pow 2 k
  have h2 := (h.sub_const μ).fun_div (hasDerivAt_energy hΔ hμ k) hE
  refine h2.congr_deriv ?_
  calc (2 * k * energy Δ μ k
        - (k ^ 2 - μ) * ((Δ ^ 2 * k + 2 * k * (k ^ 2 - μ)) / energy Δ μ k)) / energy Δ μ k ^ 2
      = (2 * k * energy Δ μ k ^ 2
        - (k ^ 2 - μ) * (Δ ^ 2 * k + 2 * k * (k ^ 2 - μ))) / energy Δ μ k ^ 3 := by
        field_simp
    _ = Δ ^ 2 * k * (k ^ 2 + μ) / energy Δ μ k ^ 3 := by
        rw [hE2]
        ring
```

The first main statement gives both forms of the density at every $k$ and $t$. It feeds $s=\Delta k/E$ and $c=n_z$ into `axial_density`, and `hz` identifies component `2` of `nVec` with `nz`.

```lean
/-- For nonzero `Δ` and `μ`, `n · (∂n/∂k × ∂n/∂t)` equals minus the `k`-derivative of the
third component of `n`, and equals `-Δ² k (k² + μ) / E³`. -/
theorem density_eq {Δ μ : ℝ} (hΔ : Δ ≠ 0) (hμ : μ ≠ 0) (k t : ℝ) :
    solidAngleDensity (nVec Δ μ) k t = -deriv (fun x => nVec Δ μ x t 2) k ∧
    solidAngleDensity (nVec Δ μ) k t = -(Δ ^ 2 * k * (k ^ 2 + μ) / energy Δ μ k ^ 3) := by
  have hE := fun x => ((energy_pos_iff hΔ).mpr hμ x).ne'
  have hs := ((hasDerivAt_id' k).const_mul Δ).fun_div (hasDerivAt_energy hΔ hμ k) (hE k)
  have hc := hasDerivAt_nz hΔ hμ k
  have hunit : ∀ x, (Δ * x / energy Δ μ x) ^ 2 + nz Δ μ x ^ 2 = 1 := by
    intro x
    have hE2 : energy Δ μ x ^ 2 = Δ ^ 2 * x ^ 2 + (x ^ 2 - μ) ^ 2 :=
      Real.sq_sqrt (by positivity)
    unfold nz
    rw [div_pow, div_pow, ← add_div, mul_pow, ← hE2, div_self (pow_ne_zero 2 (hE x))]
  have h := axial_density t hs hc hunit
  have hz : (fun x => nVec Δ μ x t 2) = nz Δ μ := by
    funext x
    rw [nVec_eq]
    simp
  rw [hz, hc.deriv, nVec_eq]
  exact ⟨h, h⟩
```

## The integral and its limit

The closed form of $W(K)$ holds for every real $K$. The angular integral is `hin`. Continuity of the radial integrand, `hcont`, supplies the integrability that `hFTC` needs, and `h0` is the value at the origin.

```lean
/-- For nonzero `Δ` and `μ` the integral over `[0, K] × [0, 2π]` is
`-2π (n_z(K) + μ / |μ|)`. -/
theorem wrapping_eq {Δ μ : ℝ} (hΔ : Δ ≠ 0) (hμ : μ ≠ 0) (K : ℝ) :
    wrapping Δ μ K = -(2 * π) * (nz Δ μ K + μ / |μ|) := by
  have hE := fun x => ((energy_pos_iff hΔ).mpr hμ x).ne'
  have hd := fun k t => (density_eq hΔ hμ k t).2
  -- the density does not depend on the angle
  have hin : ∀ k, ∫ t in (0 : ℝ)..(2 * π), solidAngleDensity (nVec Δ μ) k t
      = -(2 * π) * (Δ ^ 2 * k * (k ^ 2 + μ) / energy Δ μ k ^ 3) := by
    intro k
    simp only [hd]
    rw [intervalIntegral.integral_const, smul_eq_mul]
    ring
  have hEc : Continuous (energy Δ μ) :=
    continuous_iff_continuousAt.mpr fun k => (hasDerivAt_energy hΔ hμ k).continuousAt
  have hnum : Continuous fun x : ℝ => Δ ^ 2 * x * (x ^ 2 + μ) := by fun_prop
  have hden : Continuous fun x : ℝ => energy Δ μ x ^ 3 := hEc.pow 3
  have hcont : Continuous fun x : ℝ => Δ ^ 2 * x * (x ^ 2 + μ) / energy Δ μ x ^ 3 :=
    hnum.div hden fun x => pow_ne_zero 3 (hE x)
  -- the radial integrand is a total derivative
  have hFTC : ∫ x in (0 : ℝ)..K, Δ ^ 2 * x * (x ^ 2 + μ) / energy Δ μ x ^ 3
      = nz Δ μ K - nz Δ μ 0 :=
    intervalIntegral.integral_eq_sub_of_hasDerivAt (fun x _ => hasDerivAt_nz hΔ hμ x)
      (hcont.intervalIntegrable _ _)
  have h0 : nz Δ μ 0 = -(μ / |μ|) := by
    have e : Δ ^ 2 * 0 ^ 2 + (0 ^ 2 - μ) ^ 2 = μ ^ 2 := by ring
    unfold nz energy
    rw [e, Real.sqrt_sq_eq_abs]
    ring
  unfold wrapping
  simp only [hin]
  rw [intervalIntegral.integral_const_mul, hFTC, h0]
  ring
```

The limit of $n_z$ holds for all $\Delta$ and $\mu$. The function of $u$ is continuous at $0$ with value $1$, and `e1`, `e2` show that it equals $n_z(K)$ for $K>0$.

```lean
/-- At large momentum `n_z` tends to `1`. -/
theorem nz_tendsto (Δ μ : ℝ) : Tendsto (nz Δ μ) atTop (𝓝 1) := by
  -- rescale with u = 1 / K²
  have hu : Tendsto (fun K : ℝ => (K ^ 2)⁻¹) atTop (𝓝 0) :=
    tendsto_inv_atTop_zero.comp (tendsto_pow_atTop two_ne_zero)
  have ha : ContinuousAt (fun u : ℝ => 1 - μ * u) 0 := by fun_prop
  have hb : ContinuousAt (fun u : ℝ => √(Δ ^ 2 * u + (1 - μ * u) ^ 2)) 0 := by fun_prop
  have hg : ContinuousAt (fun u : ℝ => (1 - μ * u) / √(Δ ^ 2 * u + (1 - μ * u) ^ 2)) 0 :=
    ha.div hb (by simp)
  have hg' : Tendsto (fun u : ℝ => (1 - μ * u) / √(Δ ^ 2 * u + (1 - μ * u) ^ 2))
      (𝓝 0) (𝓝 1) := by
    convert hg.tendsto using 2
    simp
  refine (hg'.comp hu).congr' ?_
  filter_upwards [eventually_gt_atTop 0] with K hK
  have hK0 : K ≠ 0 := hK.ne'
  have e1 : Δ ^ 2 * K ^ 2 + (K ^ 2 - μ) ^ 2
      = (K ^ 2) ^ 2 * (Δ ^ 2 * (K ^ 2)⁻¹ + (1 - μ * (K ^ 2)⁻¹) ^ 2) := by
    field_simp
  have e2 : K ^ 2 - μ = K ^ 2 * (1 - μ * (K ^ 2)⁻¹) := by
    field_simp
  show (1 - μ * (K ^ 2)⁻¹) / √(Δ ^ 2 * (K ^ 2)⁻¹ + (1 - μ * (K ^ 2)⁻¹) ^ 2) = nz Δ μ K
  unfold nz energy
  rw [e1, Real.sqrt_mul (sq_nonneg (K ^ 2)), Real.sqrt_sq (sq_nonneg K), e2,
    mul_div_mul_left _ _ (pow_ne_zero 2 hK0)]
```

The final theorem states, for $\Delta\neq0$, the two limits along `atTop`, which means $K\to\infty$; `base` is the common formula $-2\pi(1+\mu/|\mu|)$. The object is a limit over growing discs in momentum space. The theorem does not identify the limit of $W/4\pi$ with a mapping degree or a Chern number, nor the density with a Berry curvature, and says nothing about edge states, lattice models or the gapless point $\mu=0$.

```lean
/-- For `Δ ≠ 0` the integral of `n · (∂n/∂k × ∂n/∂t)` over `[0, K] × [0, 2π]` tends, as
`K → ∞`, to `-4π` if `μ > 0` and to `0` if `μ < 0`. -/
theorem wrapping_tendsto {Δ μ : ℝ} (hΔ : Δ ≠ 0) :
    (0 < μ → Tendsto (wrapping Δ μ) atTop (𝓝 (-(4 * π)))) ∧
    (μ < 0 → Tendsto (wrapping Δ μ) atTop (𝓝 0)) := by
  have base : μ ≠ 0 → Tendsto (wrapping Δ μ) atTop (𝓝 (-(2 * π) * (1 + μ / |μ|))) := by
    intro hμ
    have e : wrapping Δ μ = fun K => -(2 * π) * (nz Δ μ K + μ / |μ|) :=
      funext (wrapping_eq hΔ hμ)
    rw [e]
    exact ((nz_tendsto Δ μ).add_const _).const_mul _
  constructor
  · intro h
    have hb := base h.ne'
    have e : -(2 * π) * (1 + 1) = -(4 * π) := by ring
    rwa [abs_of_pos h, div_self h.ne', e] at hb
  · intro h
    have hb := base h.ne
    have e : -(2 * π) * (1 + -1) = 0 := by ring
    rwa [abs_of_neg h, div_neg, div_self h.ne, e] at hb

end

end ChiralPWave
```

```lean
#print axioms ChiralPWave.nVec_unit
-- 'ChiralPWave.nVec_unit' depends on axioms: [propext, Classical.choice, Quot.sound]
#print axioms ChiralPWave.axial_density
-- 'ChiralPWave.axial_density' depends on axioms: [propext, Classical.choice, Quot.sound]
#print axioms ChiralPWave.wrapping_tendsto
-- 'ChiralPWave.wrapping_tendsto' depends on axioms: [propext, Classical.choice, Quot.sound]
```
